# Power series for the fall of the static Lindhard function below its long-wavelength value, for 0 < q < 2k_F

The static Lindhard function gives the density response of a non-interacting uniform electron gas, here in three dimensions at zero temperature and scaled to equal one at long wavelength. With x = q/(2k_F) and 0 < x < 1, the theorem says that its shortfall from one is the sum of the convergent series x^(2k+2)/((2k+1)(2k+3)) over k = 0, 1, 2, and so on. The attempt starts from Mathlib's series for log(1 + x) − log(1 − x). It multiplies this by x/4, subtracts 1/(4x) times the same series without its first term, and then uses `convert` to match the result to the goal.

Lean 4 with Mathlib refuses this proof:

```lean
import Mathlib

open Finset

namespace LindhardHasSum

noncomputable section

/-- The static Lindhard function of the uniform electron gas, normalised to one at long
wavelength, at reduced wavevector `x = q / (2 k_F)` with `0 < x < 1`. -/
def lindhard (x : ℝ) : ℝ :=
  1 / 2 + (1 - x ^ 2) * Real.log ((1 + x) / (1 - x)) / (4 * x)

/-- The coefficient of `x ^ (2 * (k + 1))` in the series of `1 - lindhard x`. -/
def lossCoeff (k : ℕ) : ℝ := 1 / ((2 * k + 1) * (2 * k + 3))

/-- For `0 < x < 1` the Lindhard function falls below one by the convergent series
`∑ x ^ (2 k + 2) / ((2 k + 1) (2 k + 3))`. -/
theorem lindhard_hasSum {x : ℝ} (h0 : 0 < x) (h1 : x < 1) :
    HasSum (fun k : ℕ => lossCoeff k * x ^ (2 * (k + 1))) (1 - lindhard x) := by
  have h := Real.hasSum_log_sub_log_of_abs_lt_one (abs_lt.mpr ⟨by linarith, h1⟩)
  have h' := (hasSum_nat_add_iff' 1).mpr h
  -- combine the logarithm series with its shifted copy
  have h3 := (h.mul_left (x / 4)).sub (h'.mul_left (1 / (4 * x)))
  convert h3 using 1
  · funext k
    have e1 : x ^ (2 * (k + 1)) = x ^ (2 * k) * x ^ 2 := by ring
    have e2 : x ^ (2 * (k + 1) + 1) = x ^ (2 * k) * x ^ 3 := by ring
    have e3 : x ^ (2 * k + 1) = x ^ (2 * k) * x := by ring
    have e4 : (2 * ((k : ℝ) + 1) + 1) = 2 * k + 3 := by ring
    have d1 : (2 * (k : ℝ) + 1) ≠ 0 := by positivity
    have d2 : (2 * (k : ℝ) + 3) ≠ 0 := by positivity
    simp only [lossCoeff, Nat.cast_add, Nat.cast_one, e1, e2, e3, e4]
    field_simp
    ring
  · have d1 : 1 + x ≠ 0 := by linarith
    have d2 : 1 - x ≠ 0 := by linarith
    simp only [lindhard, Real.log_div d1 d2, Finset.sum_range_one, Nat.cast_zero, mul_zero,
      zero_add, pow_one]
    field_simp
    ring

end

end LindhardHasSum
```

The compiler's answer:

```
Main.lean:26:4: error: Tactic `apply` failed: could not unify the conclusion of `@funext`
  ?f = ?g
with the goal
  Real.instAddCommMonoid = Real.instAddCommGroup.toAddCommMonoid

Note: The full type of `@funext` is
  ∀ {α : Sort ?u.66} {β : α → Sort ?u.65} {f g : (x : α) → β x}, (∀ (x : α), f x = g x) → f = g

case e'_3
x : ℝ
h0 : 0 < x
h1 : x < 1
h : HasSum (fun k => 2 * (1 / (2 * ↑k + 1)) * x ^ (2 * k + 1)) (Real.log (1 + x) - Real.log (1 - x))
h' :
  HasSum (fun n => 2 * (1 / (2 * ↑(n + 1) + 1)) * x ^ (2 * (n + 1) + 1))
    (Real.log (1 + x) - Real.log (1 - x) - ∑ i ∈ range 1, 2 * (1 / (2 * ↑i + 1)) * x ^ (2 * i + 1))
h3 :
  HasSum
    (fun b =>
      x / 4 * (2 * (1 / (2 * ↑b + 1)) * x ^ (2 * b + 1)) -
        1 / (4 * x) * (2 * (1 / (2 * ↑(b + 1) + 1)) * x ^ (2 * (b + 1) + 1)))
    (x / 4 * (Real.log (1 + x) - Real.log (1 - x)) -
      1 / (4 * x) * (Real.log (1 + x) - Real.log (1 - x) - ∑ i ∈ range 1, 2 * (1 / (2 * ↑i + 1)) * x ^ (2 * i + 1)))
⊢ Real.instAddCommMonoid = Real.instAddCommGroup.toAddCommMonoid
Main.lean:38:4: error: `simp` made no progress
Main.lean:20:78: error: unsolved goals
case e'_6
x : ℝ
h0 : 0 < x
h1 : x < 1
h : HasSum (fun k => 2 * (1 / (2 * ↑k + 1)) * x ^ (2 * k + 1)) (Real.log (1 + x) - Real.log (1 - x))
h' :
  HasSum (fun n => 2 * (1 / (2 * ↑(n + 1) + 1)) * x ^ (2 * (n + 1) + 1))
    (Real.log (1 + x) - Real.log (1 - x) - ∑ i ∈ range 1, 2 * (1 / (2 * ↑i + 1)) * x ^ (2 * i + 1))
h3 :
  HasSum
    (fun b =>
      x / 4 * (2 * (1 / (2 * ↑b + 1)) * x ^ (2 * b + 1)) -
        1 / (4 * x) * (2 * (1 / (2 * ↑(b + 1) + 1)) * x ^ (2 * (b + 1) + 1)))
    (x / 4 * (Real.log (1 + x) - Real.log (1 - x)) -
      1 / (4 * x) * (Real.log (1 + x) - Real.log (1 - x) - ∑ i ∈ range 1, 2 * (1 / (2 * ↑i + 1)) * x ^ (2 * i + 1)))
⊢ 1 - lindhard x =
    x / 4 * (Real.log (1 + x) - Real.log (1 - x)) -
      1 / (4 * x) * (Real.log (1 + x) - Real.log (1 - x) - ∑ i ∈ range 1, 2 * (1 / (2 * ↑i + 1)) * x ^ (2 * i + 1))
```

Diagnosis. The proof expected two goals from `convert h3 using 1`, one for the terms and one for the sum, but an equation between instances came first. The goal uses `Real.instAddCommMonoid`, while `h3`, built with `HasSum.sub`, reaches that structure through `Real.instAddCommGroup`. `funext` failed because this equation is not between functions. The second bullet then met the equation between the terms, where its `simp only` had nothing to rewrite, and the equation for the sum was left with no bullet, hence "unsolved goals".

The repair drops `convert` and proves the two intended equations by name, as `ef` and `ev`. After `rw [ev, funext ef]` the goal differs from `h3` only in the instance, and `exact h3` accepts it because the two instances are equal by definition.

The new proofs of `d1` and `d2` are tidying, as `linarith` had raised no error there. The algebra for the terms never ran in the failing file, so the messages don't show whether `hx` and the `generalize` line, which replaces `x ^ (2 * k)` by a single variable, were needed.

The repair, with which the file compiles:

```diff
@@ -23,6 +23,9 @@
   -- combine the logarithm series with its shifted copy
   have h3 := (h.mul_left (x / 4)).sub (h'.mul_left (1 / (4 * x)))
-  convert h3 using 1
-  · funext k
+  have hx : x ≠ 0 := h0.ne'
+  have ef : ∀ k : ℕ, lossCoeff k * x ^ (2 * (k + 1)) =
+      x / 4 * (2 * (1 / (2 * (k : ℝ) + 1)) * x ^ (2 * k + 1)) -
+        1 / (4 * x) * (2 * (1 / (2 * ((k + 1 : ℕ) : ℝ) + 1)) * x ^ (2 * (k + 1) + 1)) := by
+    intro k
     have e1 : x ^ (2 * (k + 1)) = x ^ (2 * k) * x ^ 2 := by ring
     have e2 : x ^ (2 * (k + 1) + 1) = x ^ (2 * k) * x ^ 3 := by ring
@@ -32,12 +35,18 @@
     have d2 : (2 * (k : ℝ) + 3) ≠ 0 := by positivity
     simp only [lossCoeff, Nat.cast_add, Nat.cast_one, e1, e2, e3, e4]
+    generalize x ^ (2 * k) = p
     field_simp
     ring
-  · have d1 : 1 + x ≠ 0 := by linarith
-    have d2 : 1 - x ≠ 0 := by linarith
+  have ev : 1 - lindhard x = x / 4 * (Real.log (1 + x) - Real.log (1 - x)) -
+      1 / (4 * x) * (Real.log (1 + x) - Real.log (1 - x) -
+        ∑ i ∈ range 1, 2 * (1 / (2 * (i : ℝ) + 1)) * x ^ (2 * i + 1)) := by
+    have d1 : 1 + x ≠ 0 := (by linarith : 0 < 1 + x).ne'
+    have d2 : 1 - x ≠ 0 := (by linarith : 0 < 1 - x).ne'
     simp only [lindhard, Real.log_div d1 d2, Finset.sum_range_one, Nat.cast_zero, mul_zero,
       zero_add, pow_one]
     field_simp
     ring
+  rw [ev, funext ef]
+  exact h3
 
 end
```
